# With positive denominators and real symmetric coupling, one rise in size between successive even corrections makes the doubles-only energy series diverge

## Correlation energy order by order

A perturbative treatment of electron correlation starts from a reference determinant and corrects it with double excitations. Suppose that the double excitations couple only to the reference and to one another, and that the term in which the correlation energy multiplies their amplitudes t is dropped, as in linearised coupled-cluster doubles. The amplitudes then solve a linear equation,

(D + W) t = −v.

Here D is the diagonal matrix of zeroth-order excitation energies, W is the remaining coupling among the doubles, including any diagonal part, and v couples them to the reference. Solving by iteration gives the amplitudes order by order,

t_0 = −D⁻¹ v,  t_(n+1) = −D⁻¹ W t_n,

and each order contributes m_n = v · t_n to the energy. In Møller–Plesset theory with a Hartree–Fock reference, m_0 is the second-order energy, m_1 the third-order energy, and m_2 a doubles contribution at fourth order.

Møller–Plesset calculations usually stop after a few orders. Can the first few terms show that the series does not converge?

## Statement for a finite set of doubles

Let all entries of D be positive and let W be real and symmetric. Then

m_(2k) ≤ 0,  m_(i+j)² ≤ m_(2i) m_(2j).

If |m_(2k+2)| > |m_(2k)| for a single k, the later even corrections grow at least geometrically and the energy series diverges. Such a k exists exactly when the corrections are unbounded.

In Lean, the doubles are labelled by a finite type `ι`. The diagonal of D is a function `D : ι → ℝ`, W is a real matrix and v a real vector. The names `amp` and `correction` stand for t_n and m_n. `SeriesConverges` says that the ordinary partial sums m_0 + … + m_(N−1) tend to a real number; resummation is a different question.

The hypothesis `∀ i, 0 < D i` says that every double excitation costs energy at zeroth order, as it does in Møller–Plesset theory when there is a gap between occupied and virtual orbital energies. Many texts give the denominators the opposite sign. The hypothesis `W.IsSymm` expresses a Hermitian Hamiltonian whose matrix elements are real in an orthonormal basis of doubles.

The step left to the user is to identify D, W and v with the integrals of an actual molecule. For this finite, doubles-only model, the result gives a warning sign in linearised coupled-cluster doubles: a rise from |m_0| to |m_2| already rules out convergence of the series. It makes no claim about the full Møller–Plesset series, which also contains other excitations and renormalisation terms.

## Even corrections as squared lengths

Define the weighted inner product

⟨x, y⟩ = Σ_l D_l x_l y_l.

The recursion says D t_0 = −v and D t_(n+1) = −W t_n. Since W is symmetric, for any orders m and n (m without a subscript is an index here),

⟨t_(m+1), t_n⟩ = −(W t_m) · t_n = −t_m · (W t_n) = ⟨t_m, t_(n+1)⟩.

Also m_j = v · t_j = −⟨t_0, t_j⟩ for every j. Applying this at order i + j and moving i iterations to the left-hand vector gives

m_(i+j) = −⟨t_0, t_(i+j)⟩ = −⟨t_i, t_j⟩.

For i = j = k this is minus a sum of positive denominators times squares, so m_(2k) ≤ 0. The Cauchy–Schwarz inequality gives

m_(i+j)² ≤ ⟨t_i, t_i⟩ ⟨t_j, t_j⟩ = m_(2i) m_(2j).

With i = k and j = k + 2 it reads m_(2k+2)² ≤ m_(2k) m_(2k+4).

## From one rise to divergence

Write a_k = |m_(2k)|, so that a_(k+1)² ≤ a_k a_(k+2) for every k. Suppose a_k < a_(k+1) for one k. Then a_(k+1) > 0, and a_k > 0 as well, since a_k = 0 would force a_(k+1) = 0. Set r = a_(k+1)/a_k > 1.

If a_(k+n) > 0 and r a_(k+n) ≤ a_(k+n+1), then a_(k+n+1) > 0 and

a_(k+n) · r a_(k+n+1) ≤ a_(k+n+1)² ≤ a_(k+n) a_(k+n+2).

Dividing by a_(k+n) carries the ratio bound to the next step. By induction,

a_(k+n) ≥ rⁿ a_k.

If the series converged, its terms, being differences of successive partial sums, would tend to zero. The even ones never fall below a_k in size from order 2k on, so it diverges. Because rⁿ grows without limit, the corrections are also unbounded.

Conversely, if no rise ever occurs, then |m_(2n)| ≤ |m_0| and

m_n² ≤ m_(2n) m_0 ≤ m_0²,

so all corrections are bounded. Bounded corrections need not have a convergent sum: a single double with D = W = v = 1 gives −1, +1, −1, ….

## An early decrease that misleads

Take two doubles with unit denominators, v = (1, 0), and W with rows (0, 1/2) and (1/2, 2). Then

t_0 = (−1, 0),  t_1 = (0, 1/2),  t_2 = (−1/4, −1),

m_0 = −1,  m_2 = −1/4,  m_4 = −⟨t_2, t_2⟩ = −17/16.

The first even step is a decrease, but the next is a rise, so the series diverges. The matrix D + W has determinant 11/4, so the linear equation itself still has a solution.

## The complete Lean file

```lean
import Mathlib

open Matrix Filter Topology

namespace DoublesSeriesDivergence

noncomputable section

variable {ι : Type*} [Fintype ι] {D : ι → ℝ} {W : Matrix ι ι ℝ} {v : ι → ℝ}

/-- The doubles amplitudes order by order: `t₀ = -D⁻¹ v` and `tₙ₊₁ = -D⁻¹ W tₙ`,
for nonzero energy denominators `D i`. -/
def amp (D : ι → ℝ) (W : Matrix ι ι ℝ) (v : ι → ℝ) : ℕ → ι → ℝ
  | 0 => fun i => -(v i) / D i
  | n + 1 => fun i => -((W *ᵥ amp D W v n) i) / D i

/-- The energy correction `mₙ = v · tₙ`, for nonzero energy denominators `D i`. -/
def correction (D : ι → ℝ) (W : Matrix ι ι ℝ) (v : ι → ℝ) (n : ℕ) : ℝ :=
  v ⬝ᵥ amp D W v n

/-- The partial sums of the doubles-only energy series have a real limit
(the denominators `D i` being nonzero). -/
def SeriesConverges (D : ι → ℝ) (W : Matrix ι ι ℝ) (v : ι → ℝ) : Prop :=
  ∃ S : ℝ, Tendsto (fun N => ∑ n ∈ Finset.range N, correction D W v n) atTop (𝓝 S)

/-- The sum `∑ Dᵢ xᵢ yᵢ` for two amplitude vectors, weighted by the energy denominators; it is an
inner product when every `D i` is positive. -/
def weighted (D x y : ι → ℝ) : ℝ := ∑ i, D i * x i * y i

/-- For positive denominators and symmetric `W`, one iteration can be moved from one
amplitude vector to the other inside the weighted inner product. -/
theorem weighted_shift (hD : ∀ i, 0 < D i) (hW : W.IsSymm) (m n : ℕ) :
    weighted D (amp D W v (m + 1)) (amp D W v n) =
      weighted D (amp D W v m) (amp D W v (n + 1)) := by
  have step : ∀ k i, D i * amp D W v (k + 1) i = -((W *ᵥ amp D W v k) i) := by
    intro k i
    have h := (hD i).ne'
    simp only [amp]
    field_simp
  have l : weighted D (amp D W v (m + 1)) (amp D W v n) =
      -((W *ᵥ amp D W v m) ⬝ᵥ amp D W v n) := by
    simp only [weighted, dotProduct, ← Finset.sum_neg_distrib]
    refine Finset.sum_congr rfl fun i _ => ?_
    linear_combination (amp D W v n i) * step m i
  have r : weighted D (amp D W v m) (amp D W v (n + 1)) =
      -(amp D W v m ⬝ᵥ (W *ᵥ amp D W v n)) := by
    simp only [weighted, dotProduct, ← Finset.sum_neg_distrib]
    refine Finset.sum_congr rfl fun i _ => ?_
    linear_combination (amp D W v m i) * step n i
  rw [l, r, Matrix.dotProduct_mulVec, ← Matrix.mulVec_transpose, hW.eq]

/-- For positive denominators and symmetric `W`, the correction `mᵢ₊ⱼ` is minus the
weighted inner product of the amplitudes `tᵢ` and `tⱼ`. -/
theorem correction_add (hD : ∀ i, 0 < D i) (hW : W.IsSymm) (i j : ℕ) :
    correction D W v (i + j) = -weighted D (amp D W v i) (amp D W v j) := by
  induction i generalizing j with
  | zero =>
    rw [Nat.zero_add]
    simp only [correction, weighted, dotProduct, ← Finset.sum_neg_distrib]
    refine Finset.sum_congr rfl fun a _ => ?_
    have h : D a * amp D W v 0 a = -(v a) := by
      have h := (hD a).ne'
      simp only [amp]
      field_simp
    linear_combination (amp D W v j a) * h
  | succ i ih =>
    rw [weighted_shift hD hW, ← ih (j + 1)]
    congr 1
    omega

/-- For positive denominators and symmetric `W`, every even correction `m₂ₖ` is
nonpositive. -/
theorem correction_even_nonpos (hD : ∀ i, 0 < D i) (hW : W.IsSymm) (k : ℕ) :
    correction D W v (2 * k) ≤ 0 := by
  rw [two_mul, correction_add hD hW, neg_nonpos]
  refine Finset.sum_nonneg fun i _ => ?_
  rw [mul_assoc]
  exact mul_nonneg (hD i).le (mul_self_nonneg _)

/-- For positive denominators and symmetric `W`, the corrections obey
`mᵢ₊ⱼ² ≤ m₂ᵢ m₂ⱼ`. -/
theorem correction_sq_le (hD : ∀ i, 0 < D i) (hW : W.IsSymm) (i j : ℕ) :
    correction D W v (i + j) ^ 2 ≤
      correction D W v (2 * i) * correction D W v (2 * j) := by
  -- Cauchy-Schwarz for the vectors scaled by the square roots of the denominators
  have key : ∀ a b : ι → ℝ,
      ∑ l, (√(D l) * a l) * (√(D l) * b l) = weighted D a b := by
    intro a b
    refine Finset.sum_congr rfl fun l _ => ?_
    linear_combination (a l * b l) * Real.mul_self_sqrt (hD l).le
  have h := Finset.sum_mul_sq_le_sq_mul_sq Finset.univ
    (fun l => √(D l) * amp D W v i l) (fun l => √(D l) * amp D W v j l)
  simp only [pow_two, key] at h
  rw [two_mul, two_mul, correction_add hD hW i j, correction_add hD hW i i,
    correction_add hD hW j j, neg_mul_neg, neg_sq, pow_two]
  exact h

/-- A nonnegative log-convex sequence that rises at one step is positive there and
from then on grows at least geometrically with the ratio of that step. -/
theorem log_convex_growth (a : ℕ → ℝ) (h0 : ∀ n, 0 ≤ a n)
    (hc : ∀ n, a (n + 1) ^ 2 ≤ a n * a (n + 2)) (k : ℕ) (hk : a k < a (k + 1)) :
    0 < a k ∧ ∀ n, (a (k + 1) / a k) ^ n * a k ≤ a (k + n) := by
  have hp1 : 0 < a (k + 1) := (h0 k).trans_lt hk
  have hp : 0 < a k := by
    rcases (h0 k).eq_or_lt with h | h
    · have h2 := hc k
      rw [← h, zero_mul] at h2
      exact absurd h2 (not_le_of_gt (pow_pos hp1 2))
    · exact h
  refine ⟨hp, ?_⟩
  set r := a (k + 1) / a k with hr
  have hrpos : 0 < r := div_pos hp1 hp
  -- the ratio of successive terms never falls below r
  have ratio : ∀ n, 0 < a (k + n) ∧ r * a (k + n) ≤ a (k + n + 1) := by
    intro n
    induction n with
    | zero => exact ⟨hp, (div_mul_cancel₀ (a (k + 1)) hp.ne').le⟩
    | succ n ih =>
      obtain ⟨h1, h2⟩ := ih
      have h3 : 0 < a (k + n + 1) := (mul_pos hrpos h1).trans_le h2
      refine ⟨h3, le_of_mul_le_mul_left ?_ h1⟩
      calc a (k + n) * (r * a (k + n + 1))
          = (r * a (k + n)) * a (k + n + 1) := by ring
        _ ≤ a (k + n + 1) * a (k + n + 1) := mul_le_mul_of_nonneg_right h2 h3.le
        _ = a (k + n + 1) ^ 2 := by ring
        _ ≤ a (k + n) * a (k + n + 2) := hc (k + n)
  intro n
  induction n with
  | zero => simp
  | succ n ih =>
    calc r ^ (n + 1) * a k = r * (r ^ n * a k) := by ring
      _ ≤ r * a (k + n) := mul_le_mul_of_nonneg_left ih hrpos.le
      _ ≤ a (k + n + 1) := (ratio n).2

/-- For positive denominators and symmetric `W`, if `|m₂ₖ₊₂| > |m₂ₖ|` for one `k`, the
later even corrections grow at least geometrically with the ratio `|m₂ₖ₊₂| / |m₂ₖ|`. -/
theorem geometric_growth (hD : ∀ i, 0 < D i) (hW : W.IsSymm) (k : ℕ)
    (hk : |correction D W v (2 * k)| < |correction D W v (2 * k + 2)|) :
    0 < |correction D W v (2 * k)| ∧ ∀ n,
      (|correction D W v (2 * k + 2)| / |correction D W v (2 * k)|) ^ n *
        |correction D W v (2 * k)| ≤ |correction D W v (2 * (k + n))| := by
  refine log_convex_growth (fun j => |correction D W v (2 * j)|)
    (fun _ => abs_nonneg _) (fun j => ?_) k hk
  have h := correction_sq_le (v := v) hD hW j (j + 2)
  rw [show j + (j + 2) = 2 * (j + 1) by ring] at h
  simp only [sq_abs, ← abs_mul]
  exact h.trans (le_abs_self _)

/-- For positive denominators and symmetric `W`, if `|m₂ₖ₊₂| > |m₂ₖ|` for one `k`, the
doubles-only energy series diverges. -/
theorem series_diverges (hD : ∀ i, 0 < D i) (hW : W.IsSymm) (k : ℕ)
    (hk : |correction D W v (2 * k)| < |correction D W v (2 * k + 2)|) :
    ¬ SeriesConverges D W v := by
  rintro ⟨S, hS⟩
  -- the terms of a convergent series tend to zero
  have hz : Tendsto (fun n => correction D W v n) atTop (𝓝 0) := by
    have h := ((tendsto_add_atTop_iff_nat 1).2 hS).sub hS
    simpa only [Finset.sum_range_succ, add_sub_cancel_left, sub_self] using h
  obtain ⟨hp, hg⟩ := geometric_growth hD hW k hk
  obtain ⟨N, hN⟩ := Metric.tendsto_atTop.1 hz _ hp
  have h1 := hN (2 * (k + N)) (by omega)
  rw [Real.dist_eq, sub_zero] at h1
  have h2 := one_le_pow₀ ((one_lt_div hp).2 hk).le (n := N)
  have h3 := mul_le_mul_of_nonneg_right h2 hp.le
  linarith [hg N]

/-- For positive denominators and symmetric `W`, the energy corrections are unbounded
exactly when `|m₂ₖ₊₂| > |m₂ₖ|` for some `k`. -/
theorem unbounded_iff (hD : ∀ i, 0 < D i) (hW : W.IsSymm) :
    (¬ ∃ B : ℝ, ∀ n, |correction D W v n| ≤ B) ↔
      ∃ k, |correction D W v (2 * k)| < |correction D W v (2 * k + 2)| := by
  constructor
  · intro hB
    by_contra hno
    have hm : ∀ k, |correction D W v (2 * k)| ≤ |correction D W v 0| := by
      intro k
      induction k with
      | zero => exact le_rfl
      | succ k ih => exact (not_lt.1 fun h => hno ⟨k, h⟩).trans ih
    -- odd corrections are controlled by the even ones
    refine hB ⟨|correction D W v 0|, fun n => sq_le_sq.1 ?_⟩
    have h : correction D W v n ^ 2 ≤ correction D W v (2 * n) * correction D W v 0 :=
      correction_sq_le hD hW n 0
    calc correction D W v n ^ 2
        ≤ |correction D W v (2 * n) * correction D W v 0| := h.trans (le_abs_self _)
      _ = |correction D W v (2 * n)| * |correction D W v 0| := abs_mul _ _
      _ ≤ |correction D W v 0| * |correction D W v 0| :=
          mul_le_mul_of_nonneg_right (hm n) (abs_nonneg _)
      _ = correction D W v 0 ^ 2 := by rw [abs_mul_abs_self, pow_two]
  · rintro ⟨k, hk⟩ ⟨B, hB⟩
    obtain ⟨hp, hg⟩ := geometric_growth hD hW k hk
    obtain ⟨n, hn⟩ := pow_unbounded_of_one_lt (B / |correction D W v (2 * k)|)
      ((one_lt_div hp).2 hk)
    have h1 := (div_lt_iff₀ hp).1 hn
    linarith [hg n, hB (2 * (k + n))]

/-- Two doubles with unit denominators, only the first coupled to the reference: here
`|m₂| < |m₀|`, and yet the energy series diverges. -/
theorem early_decrease_still_diverges :
    |correction ![1, 1] !![0, 1/2; 1/2, 2] ![1, 0] 2| <
        |correction ![1, 1] !![0, 1/2; 1/2, 2] ![1, 0] 0| ∧
      ¬ SeriesConverges ![1, 1] !![0, 1/2; 1/2, 2] ![1, 0] := by
  have h0 : correction ![1, 1] !![0, 1/2; 1/2, 2] ![1, 0] 0 = -1 := by
    norm_num [correction, amp, dotProduct, Fin.sum_univ_two]
  have h2 : correction ![1, 1] !![0, 1/2; 1/2, 2] ![1, 0] 2 = -(1/4) := by
    norm_num [correction, amp, Matrix.mulVec, dotProduct, Fin.sum_univ_two]
  have h4 : correction ![1, 1] !![0, 1/2; 1/2, 2] ![1, 0] 4 = -(17/16) := by
    norm_num [correction, amp, Matrix.mulVec, dotProduct, Fin.sum_univ_two]
  refine ⟨by rw [h0, h2]; norm_num, series_diverges ?_ ?_ 1 ?_⟩
  · intro i
    fin_cases i <;> norm_num
  · exact Matrix.IsSymm.ext (by intro i j; fin_cases i <;> fin_cases j <;> rfl)
  · -- the rise appears only at the next even step
    norm_num only [h2, h4]

end

end DoublesSeriesDivergence
```

```lean
#print axioms DoublesSeriesDivergence.correction_even_nonpos
-- 'DoublesSeriesDivergence.correction_even_nonpos' depends on axioms: [propext, Classical.choice, Quot.sound]
#print axioms DoublesSeriesDivergence.series_diverges
-- 'DoublesSeriesDivergence.series_diverges' depends on axioms: [propext, Classical.choice, Quot.sound]
#print axioms DoublesSeriesDivergence.unbounded_iff
-- 'DoublesSeriesDivergence.unbounded_iff' depends on axioms: [propext, Classical.choice, Quot.sound]
#print axioms DoublesSeriesDivergence.early_decrease_still_diverges
-- 'DoublesSeriesDivergence.early_decrease_still_diverges' depends on axioms: [propext, Classical.choice, Quot.sound]
```

## How the lemmas divide the work

`weighted_shift` moves one iteration across the inner product. Its local fact `step` is the recursion multiplied by D, and the last rewrite uses the symmetry of W. `correction_add` repeats the move by induction on `i`, with `j` left general because it increases each time.

`correction_even_nonpos` reads off the sign. `correction_sq_le` applies Mathlib's Cauchy–Schwarz inequality for finite sums to amplitudes scaled by √D; `key` turns the scaled sums back into `weighted`.

`log_convex_growth` concerns real sequences alone. Its inner induction `ratio` carries positivity and the ratio bound together, and a second induction multiplies the ratios up. `geometric_growth` applies it to |m_(2k)|.

In `series_diverges`, `hz` obtains vanishing terms from the assumed limit, and `geometric_growth` contradicts it. `unbounded_iff` proves the two directions separately: the bound by |m_0| when there is no rise, and unbounded powers of the ratio when there is one. `early_decrease_still_diverges` evaluates the three even corrections and applies `series_diverges` with k = 1.
